# When localization adds a positive semidefinite term, two exact T-move energies give a variational bound no worse than one

## How can a run with a higher energy improve the bound?

I model a diffusion Monte Carlo run with T-moves as returning the exact lowest eigenvalue of a finite real symmetric matrix. H is the Hamiltonian with its nonlocal pseudopotential, and G is the effective Hamiltonian that the T-moves sample, with G − H positive semidefinite. The first run gives the ground energy E₀ of G, which is no lower than that of H. A second run, with G + g(G − H) and g > 0, multiplies the difference from H by 1 + g, and its energy Eg is no lower than E₀. How can that second number tighten my upper bound on the ground energy of H?

## The second energy limits how much the localization costs

The model first has to fix what "ground energy" means. Here it is the least real number μ for which Av = μv has a nonzero real solution v. For a symmetric matrix A this is the usual lowest eigenvalue, and it makes each run a noise-free number.

Positivity of G − H stands for the way localization treats couplings of the wrong sign. Take a trial vector ψ without zeros. Wherever Hᵢⱼψᵢψⱼ > 0 with i ≠ j, G drops the coupling and adds Hᵢⱼψⱼ/ψᵢ to the diagonal entry i. Each such pair then contributes to ⟨x, (G − H)x⟩ the nonnegative amount

Hᵢⱼψᵢψⱼ (xᵢ/ψᵢ − xⱼ/ψⱼ)².

In the continued matrix G + g(G − H) the dropped coupling returns as −gHᵢⱼ, which has the right sign for walkers when g > 0. At g = −1 the matrix is H itself, so the task is to extrapolate from 0 and g to −1.

Let φ be a unit ground vector of G, so that Gφ = E₀φ, and let EH be the ground energy of H. The result is

EH ≤ ⟨φ, Hφ⟩ ≤ E₀ − (Eg − E₀)/g ≤ E₀.

The third expression is the straight line through the two energies, read off at −1.

The tool is the variational principle. Expand x in an orthonormal eigenbasis of a symmetric A, with coefficients cₖ and eigenvalues λₖ, all at least the ground energy E. Then

⟨x, Ax⟩ = Σₖ λₖcₖ² ≥ E Σₖ cₖ² = E⟨x, x⟩.

Applied to H and φ, this is the first inequality. Applied to the continued matrix, with φ as trial vector, it gives

Eg ≤ ⟨φ, Gφ⟩ + g(⟨φ, Gφ⟩ − ⟨φ, Hφ⟩) = E₀ + g(E₀ − ⟨φ, Hφ⟩).

Dividing by g > 0 yields

(Eg − E₀)/g ≤ E₀ − ⟨φ, Hφ⟩,

which rearranges to the middle inequality. This answers the puzzle: the rise in energy per unit g is a lower bound on ⟨φ, (G − H)φ⟩, the cost of localization in the state φ, and that much can safely be subtracted from E₀.

For the last inequality, let u be a ground vector of the continued matrix, not necessarily normalised. Then

Eg⟨u, u⟩ = ⟨u, Gu⟩ + g⟨u, (G − H)u⟩ ≥ E₀⟨u, u⟩.

Since ⟨u, u⟩ > 0, we get Eg ≥ E₀, and the subtracted term is nonnegative.

A smaller g never makes the bound worse. Let 0 < g < g′, let Eg′ be the ground energy at g′, and keep u as the ground vector at g. Write s = ⟨u, u⟩, a = ⟨u, Gu⟩ and d = ⟨u, (G − H)u⟩. Then

Eg s = a + gd, E₀s ≤ a, Eg′ s ≤ a + g′d.

Multiply the first inequality by g′ − g, the second by g, and add:

(g′ − g)E₀s + gEg′ s ≤ g′(a + gd) = g′Eg s.

Dividing by s and rearranging gives g(Eg′ − E₀) ≤ g′(Eg − E₀), hence (Eg′ − E₀)/g′ ≤ (Eg − E₀)/g. This argument uses no positivity of G − H.

Two sites, numbered 0 and 1, show that every inequality can be strict. Take H with rows (−2, −2) and (−2, 1), and G = diag(0, 3), which is what the localization above produces from ψ = (1, −1). With g = 1 the continued matrix has rows (2, 2) and (2, 5). Its ground energy is 1, with unit vector (2, −1)/√5; that of H is −3, with unit vector (2, 1)/√5. For φ = (1, 0) the chain reads −3 < −2 < −1 < 0.

In the Lean file, `Matrix n n ℝ` is a real matrix over a finite index set `n`, `A *ᵥ v` is the matrix acting on a vector, and `⬝ᵥ` is the real inner product. `IsGroundEnergy A E` is the definition of ground energy given above, and `continued G H g` is the continued matrix. The theorem `two_run_bound` assumes that G is symmetric (`G.IsHermitian`), that G − H is positive semidefinite, that g is positive, and that `E₀`, `Eg` and `EH` are the three ground energies. The conditions on φ are `φ ⬝ᵥ φ = 1` and `G *ᵥ φ = E₀ • φ`. The conclusion is the chain of three inequalities. Symmetry of H is not a separate assumption, because H = G − (G − H). The theorem `smaller_step_tighter` assumes that symmetry directly and compares `g` with `g'`.

```lean
import Mathlib

open Matrix

namespace TMoveExtrapolation

variable {n : Type*} [Fintype n] [DecidableEq n]

/-- `E` is the ground energy of the real matrix `A`: the least of its real eigenvalues. -/
def IsGroundEnergy (A : Matrix n n ℝ) (E : ℝ) : Prop :=
  IsLeast {μ : ℝ | ∃ v : n → ℝ, v ≠ 0 ∧ A *ᵥ v = μ • v} E

/-- The continued Hamiltonian `G + g (G - H)`. -/
def continued (G H : Matrix n n ℝ) (g : ℝ) : Matrix n n ℝ := G + g • (G - H)

omit [DecidableEq n] in
/-- A nonzero real vector has positive squared norm. -/
lemma dot_self_pos {v : n → ℝ} (hv : v ≠ 0) : 0 < v ⬝ᵥ v :=
  lt_of_le_of_ne (Finset.sum_nonneg fun i _ => mul_self_nonneg (v i))
    (fun h => hv (dotProduct_self_eq_zero.mp h.symm))

omit [DecidableEq n] in
/-- The expectation value of the continued Hamiltonian is `⟨G⟩ + g (⟨G⟩ - ⟨H⟩)`. -/
lemma continued_expectation (G H : Matrix n n ℝ) (g : ℝ) (x : n → ℝ) :
    x ⬝ᵥ continued G H g *ᵥ x
      = x ⬝ᵥ G *ᵥ x + g * (x ⬝ᵥ G *ᵥ x - x ⬝ᵥ H *ᵥ x) := by
  simp only [continued, Matrix.add_mulVec, Matrix.smul_mulVec, Matrix.sub_mulVec,
    dotProduct_add, dotProduct_smul, dotProduct_sub, smul_eq_mul]

omit [Fintype n] [DecidableEq n] in
/-- The continued Hamiltonian of two real symmetric matrices is symmetric. -/
lemma continued_isHermitian {G H : Matrix n n ℝ} (hG : G.IsHermitian) (hH : H.IsHermitian)
    (g : ℝ) : (continued G H g).IsHermitian := by
  have hG' : Gᵀ = G := (conjTranspose_eq_transpose_of_trivial G).symm.trans hG.eq
  have hH' : Hᵀ = H := (conjTranspose_eq_transpose_of_trivial H).symm.trans hH.eq
  simp [Matrix.IsHermitian, continued, hG', hH']

/-- Variational principle: for a real symmetric matrix, no vector has an energy expectation
below the ground energy times its squared norm. -/
theorem rayleigh {A : Matrix n n ℝ} (hA : A.IsHermitian) {E : ℝ}
    (hE : IsGroundEnergy A E) (x : n → ℝ) : E * (x ⬝ᵥ x) ≤ x ⬝ᵥ A *ᵥ x := by
  have hA' : Aᵀ = A := (conjTranspose_eq_transpose_of_trivial A).symm.trans hA.eq
  have hB : (A - E • (1 : Matrix n n ℝ)).IsHermitian := by
    simp [Matrix.IsHermitian, hA']
  have hP : (A - E • (1 : Matrix n n ℝ)).PosSemidef := by
    rw [hB.posSemidef_iff_eigenvalues_nonneg]
    intro i
    -- an eigenvector of the shifted matrix is an eigenvector of `A`
    have h := hB.mulVec_eigenvectorBasis i
    have hv : (hB.eigenvectorBasis i).ofLp ≠ 0 := by
      intro h0
      exact hB.eigenvectorBasis.orthonormal.ne_zero i (by ext j; exact congrFun h0 j)
    rw [Matrix.sub_mulVec, Matrix.smul_mulVec, Matrix.one_mulVec] at h
    have h1 : A *ᵥ (hB.eigenvectorBasis i).ofLp
        = (E + hB.eigenvalues i) • (hB.eigenvectorBasis i).ofLp := by
      rw [add_smul, ← h]
      abel
    have h2 := hE.2 ⟨_, hv, h1⟩
    show 0 ≤ hB.eigenvalues i
    linarith
  have h := hP.dotProduct_mulVec_nonneg x
  simp only [star_trivial, Matrix.sub_mulVec, Matrix.smul_mulVec, Matrix.one_mulVec,
    dotProduct_sub, dotProduct_smul, smul_eq_mul] at h
  linarith

/-- Let `G` be real symmetric, `G - H` positive semidefinite and `g > 0`. For a unit ground
vector `φ` of `G`, the energies of the runs at `0` and `g` give an upper bound on `⟨φ, H φ⟩`,
hence on the ground energy of `H`, that is never worse than the ground energy of `G`. -/
theorem two_run_bound {G H : Matrix n n ℝ} (hG : G.IsHermitian) (hW : (G - H).PosSemidef)
    {g E₀ Eg EH : ℝ} (hg : 0 < g) (h₀ : IsGroundEnergy G E₀)
    (hEg : IsGroundEnergy (continued G H g) Eg) (hEH : IsGroundEnergy H EH)
    {φ : n → ℝ} (hφ : φ ⬝ᵥ φ = 1) (hGφ : G *ᵥ φ = E₀ • φ) :
    EH ≤ φ ⬝ᵥ H *ᵥ φ ∧ φ ⬝ᵥ H *ᵥ φ ≤ E₀ - (Eg - E₀) / g ∧
      E₀ - (Eg - E₀) / g ≤ E₀ := by
  have hH : H.IsHermitian := by simpa using hG.sub hW.isHermitian
  have hexp : φ ⬝ᵥ G *ᵥ φ = E₀ := by rw [hGφ, dotProduct_smul, hφ, smul_eq_mul, mul_one]
  refine ⟨by simpa [hφ] using rayleigh hH hEH φ, ?_, ?_⟩
  · -- `φ` is a trial vector for the continued Hamiltonian
    have h := rayleigh (continued_isHermitian hG hH g) hEg φ
    rw [continued_expectation, hexp, hφ] at h
    have h' : (Eg - E₀) / g ≤ E₀ - φ ⬝ᵥ H *ᵥ φ := by
      rw [div_le_iff₀ hg]
      linarith
    linarith
  · -- adding a positive semidefinite term cannot lower the ground energy
    obtain ⟨u, hu, hAu⟩ := hEg.1
    have e := continued_expectation G H g u
    rw [hAu, dotProduct_smul, smul_eq_mul] at e
    have w := hW.dotProduct_mulVec_nonneg u
    rw [star_trivial, Matrix.sub_mulVec, dotProduct_sub] at w
    have hle : E₀ ≤ Eg := le_of_mul_le_mul_right
      (by linarith [rayleigh hG h₀ u, mul_nonneg hg.le w]) (dot_self_pos hu)
    have := div_nonneg (sub_nonneg.mpr hle) hg.le
    linarith

/-- For real symmetric `G`, `H` and `0 < g < g'`, the two-run value from the smaller
continuation parameter `g` is at most the one from `g'`. -/
theorem smaller_step_tighter {G H : Matrix n n ℝ} (hG : G.IsHermitian) (hH : H.IsHermitian)
    {g g' E₀ Eg Eg' : ℝ} (hg : 0 < g) (hgg : g < g') (h₀ : IsGroundEnergy G E₀)
    (hEg : IsGroundEnergy (continued G H g) Eg)
    (hEg' : IsGroundEnergy (continued G H g') Eg') :
    E₀ - (Eg - E₀) / g ≤ E₀ - (Eg' - E₀) / g' := by
  obtain ⟨u, hu, hAu⟩ := hEg.1
  have e := continued_expectation G H g u
  rw [hAu, dotProduct_smul, smul_eq_mul] at e
  have r' := rayleigh (continued_isHermitian hG hH g') hEg' u
  rw [continued_expectation] at r'
  -- weigh the variational bounds at `0` and `g'` so that they combine at `g`
  have p := mul_nonneg (sub_nonneg.mpr hgg.le) (sub_nonneg.mpr (rayleigh hG h₀ u))
  have q := mul_nonneg hg.le (sub_nonneg.mpr r')
  have h : (Eg' - E₀) / g' ≤ (Eg - E₀) / g := by
    rw [div_le_div_iff₀ (hg.trans hgg) hg]
    refine le_of_mul_le_mul_right ?_ (dot_self_pos hu)
    linear_combination p + q - g' * e
  linarith

omit [DecidableEq n] in
/-- An eigenvalue `E` of `A` with `E ⟨x, x⟩ ≤ ⟨x, A x⟩` for all `x` is the ground energy. -/
lemma isGroundEnergy_of_le {A : Matrix n n ℝ} {E : ℝ} {v : n → ℝ} (hv : v ≠ 0)
    (h : A *ᵥ v = E • v) (hb : ∀ x : n → ℝ, E * (x ⬝ᵥ x) ≤ x ⬝ᵥ A *ᵥ x) :
    IsGroundEnergy A E := by
  refine ⟨⟨v, hv, h⟩, ?_⟩
  rintro μ ⟨w, hw, hw'⟩
  have hb' := hb w
  rw [hw', dotProduct_smul, smul_eq_mul] at hb'
  exact le_of_mul_le_mul_right hb' (dot_self_pos hw)

/-- A two-site Hamiltonian. -/
def siteH : Matrix (Fin 2) (Fin 2) ℝ := !![-2, -2; -2, 1]

/-- A diagonal effective Hamiltonian for the two sites. -/
def siteG : Matrix (Fin 2) (Fin 2) ℝ := !![0, 0; 0, 3]

/-- For the two-site pair, `G` is symmetric, `G - H` is positive semidefinite, the ground
energies of `G`, of the continued Hamiltonian at `g = 1` and of `H` are `0`, `1` and `-3`, and
the unit ground vector `(1, 0)` of `G` has `⟨φ, H φ⟩ = -2`. -/
theorem two_run_bound_witness :
    siteG.IsHermitian ∧ (siteG - siteH).PosSemidef ∧ IsGroundEnergy siteG 0 ∧
      IsGroundEnergy (continued siteG siteH 1) 1 ∧ IsGroundEnergy siteH (-3) ∧
      (![1, 0] : Fin 2 → ℝ) ⬝ᵥ ![1, 0] = 1 ∧ siteG *ᵥ ![1, 0] = (0 : ℝ) • ![1, 0] ∧
      (![1, 0] : Fin 2 → ℝ) ⬝ᵥ siteH *ᵥ ![1, 0] = -2 := by
  have hφ : siteG *ᵥ ![1, 0] = (0 : ℝ) • ![1, 0] := by
    ext i
    fin_cases i <;> simp [siteG, Matrix.mulVec, dotProduct, Fin.sum_univ_two]
  refine ⟨Matrix.IsHermitian.ext fun i j => by fin_cases i <;> fin_cases j <;> simp [siteG],
    Matrix.PosSemidef.of_dotProduct_mulVec_nonneg (Matrix.IsHermitian.ext fun i j => by
      fin_cases i <;> fin_cases j <;> simp [siteG, siteH]) fun x => ?_,
    isGroundEnergy_of_le (fun h => by simpa using congrFun h 0) hφ fun x => ?_,
    isGroundEnergy_of_le (v := ![2, -1]) (fun h => by simpa using congrFun h 0) ?_ fun x => ?_,
    isGroundEnergy_of_le (v := ![2, 1]) (fun h => by simpa using congrFun h 0) ?_ fun x => ?_,
    by simp [dotProduct, Fin.sum_univ_two], hφ,
    by simp [siteH, Matrix.mulVec, dotProduct, Fin.sum_univ_two]⟩
  · simp only [star_trivial, siteG, siteH, dotProduct, Matrix.mulVec, Fin.sum_univ_two,
      Matrix.sub_apply, Matrix.of_apply, Matrix.cons_val_zero, Matrix.cons_val_one]
    nlinarith [sq_nonneg (x 0 + x 1)]
  · simp only [siteG, dotProduct, Matrix.mulVec, Fin.sum_univ_two,
      Matrix.of_apply, Matrix.cons_val_zero, Matrix.cons_val_one]
    nlinarith [sq_nonneg (x 1)]
  · ext i
    fin_cases i <;>
      norm_num [continued, siteG, siteH, Matrix.mulVec, dotProduct, Fin.sum_univ_two]
  · rw [continued_expectation]
    simp only [siteG, siteH, dotProduct, Matrix.mulVec, Fin.sum_univ_two,
      Matrix.of_apply, Matrix.cons_val_zero, Matrix.cons_val_one]
    nlinarith [sq_nonneg (x 0 + 2 * x 1)]
  · ext i
    fin_cases i <;> norm_num [siteH, Matrix.mulVec, dotProduct, Fin.sum_univ_two]
  · simp only [siteH, dotProduct, Matrix.mulVec, Fin.sum_univ_two,
      Matrix.of_apply, Matrix.cons_val_zero, Matrix.cons_val_one]
    nlinarith [sq_nonneg (x 0 - 2 * x 1)]

end TMoveExtrapolation
```

```lean
#print axioms TMoveExtrapolation.two_run_bound
#print axioms TMoveExtrapolation.smaller_step_tighter
```

```
'TMoveExtrapolation.two_run_bound' depends on axioms: [propext, Classical.choice, Quot.sound]
'TMoveExtrapolation.smaller_step_tighter' depends on axioms: [propext, Classical.choice, Quot.sound]
```

The variational principle is `rayleigh`, and its central device is Mathlib's `posSemidef_iff_eigenvalues_nonneg`. For a Hermitian matrix this equivalence replaces a condition on all vectors by one on a finite list of eigenvalues. It compares with zero, so the proof applies it to the shifted matrix A − E·1, where E is the ground energy of A. For each index `i`, `mulVec_eigenvectorBasis` supplies the eigenvalue equation of the shifted matrix. Moving the shift to the other side shows that the same vector is an eigenvector of A, with eigenvalue `E + hB.eigenvalues i`. The vector is nonzero because it belongs to an orthonormal basis; `.ofLp` only turns it from an element of Euclidean space into a plain function on `n`. Minimality of E, available as `hE.2`, then gives `0 ≤ hB.eigenvalues i`. Going back through the equivalence yields ⟨x, (A − E·1)x⟩ ≥ 0, which is the Rayleigh bound without an explicit expansion of x.

The other lemmas supply the remaining ingredients. `continued_expectation` expands the expectation value of the continued matrix, `continued_isHermitian` gives its symmetry, and `dot_self_pos` allows division by ⟨u, u⟩. In `two_run_bound`, `rayleigh` is used for H, for the continued matrix with trial vector φ, and for G with trial vector `u`. The step `div_le_iff₀ hg` is the division by g, and `le_of_mul_le_mul_right` removes the squared norm. In `smaller_step_tighter`, `p` and `q` are the two weighted inequalities, which `linear_combination` adds together with the eigenvalue equation `e`.

For the two sites, `isGroundEnergy_of_le` identifies a ground energy from an eigenvector and a matching lower bound on the quadratic form. The theorem `two_run_bound_witness` finds these bounds from squares. For example, ⟨x, Hx⟩ + 3⟨x, x⟩ = (x₀ − 2x₁)², and ⟨x, (G − H)x⟩ = 2(x₀ + x₁)².

For pseudopotential calculations, the result says that extrapolating T-move energies linearly to the nonlocal Hamiltonian keeps the variational bound, within a finite matrix model with exact energies and an assumed positive semidefinite G − H. Time-step error, population bias and the continuum are absent from that model. So is statistical noise, which matters for the choice of g: an error in Eg − E₀ is divided by g, so the tighter bound from a small g needs more precise runs.
